# Unconstrained back propagation projects the trial state with the mean propagator when no overlap vanishes

**Q:** Suppose I measure an observable O that does not commute with the Hamiltonian, using a mixed estimate with a trial state T on the left. Even if my walkers represent the ground state perfectly, the result is biased in general, because T is not the ground state. Back propagation uses the later fields of each path to improve the left side. But I then average a ratio that fluctuates from path to path, and an average of ratios is usually not a ratio of averages. Which state ends up on the left?

**A:** The state (B̄†)ᵐT, where m is the number of later steps and B̄ = ∑ p(x) B(x) is the mean of the one-step propagators B(x) over fields x with probabilities p(x). This holds for the average weighted with the walker weights, with independent fields that take finitely many values and no constraint on the walkers, provided that no overlap with T vanishes along the paths and that ⟨T, B̄ᵐφ⟩ ≠ 0, where φ is the starting walker.

```lean
import Mathlib

open Matrix Filter Topology

namespace BackPropagation

noncomputable section

variable {X n : Type*} [Fintype n]
```

**Q:** What are the states here? Slater determinants?

**A:** They are vectors with finitely many complex components, indexed by `n`. For many electrons, `n` labels a many-body basis, a determinant is one vector in that space, and B(x) acts on the whole space. It is not the small matrix that a program applies to the orbitals. The overlap is conjugate-linear in T.

```lean
/-- The overlap `⟨T, φ⟩`, conjugate-linear in `T`. -/
def overlap (T φ : n → ℂ) : ℂ := star T ⬝ᵥ φ
```

The walker follows φ_k = B(x_k) φ_(k−1), with φ_0 = φ. Lean counts fields from zero, so x_1 is `x 0`, and `Fin.last` picks the newest field.

```lean
/-- The walker after `m` steps, `φ_m = B(x_m) ⋯ B(x_1) φ`. -/
def walker (B : X → Matrix n n ℂ) (φ : n → ℂ) : (m : ℕ) → (Fin m → X) → n → ℂ
  | 0, _ => φ
  | m + 1, x => B (x (Fin.last m)) *ᵥ walker B φ m (fun i => x i.castSucc)
```

**Q:** Is the weight the one a simulation accumulates, or a convenient closed form?

**A:** It is accumulated step by step, as a product of overlap ratios:

W = ∏ₖ ⟨T, φ_k⟩ / ⟨T, φ_(k−1)⟩, k = 1, …, m.

```lean
/-- The walker weight: the product of the ratios `⟨T, φ_k⟩ / ⟨T, φ_(k-1)⟩` along the path,
meant for paths whose overlaps with `T` are nonzero. -/
def weight (B : X → Matrix n n ℂ) (T φ : n → ℂ) : (m : ℕ) → (Fin m → X) → ℂ
  | 0, _ => 1
  | m + 1, x => weight B T φ m (fun i => x i.castSucc) *
      (overlap T (walker B φ (m + 1) x) / overlap T (walker B φ m (fun i => x i.castSucc)))
```

The back-propagated state is χ = B(x_1)† ⋯ B(x_m)† T, so the newest field acts on T first.

```lean
/-- The back-propagated trial state `χ = B(x_1)ᴴ ⋯ B(x_m)ᴴ T`. -/
def backProp (B : X → Matrix n n ℂ) : (m : ℕ) → (Fin m → X) → (n → ℂ) → n → ℂ
  | 0, _, T => T
  | m + 1, x, T => backProp B m (fun i => x i.castSucc) ((B (x (Fin.last m)))ᴴ *ᵥ T)
```

Each path contributes the value ⟨χ, Oφ⟩ / ⟨χ, φ⟩, with O acting on the walker as it was before the m steps.

```lean
/-- The value `⟨χ, O φ⟩ / ⟨χ, φ⟩` of an observable on one path, meant for `⟨χ, φ⟩ ≠ 0`. -/
def backValue (B : X → Matrix n n ℂ) (T φ : n → ℂ) (O : Matrix n n ℂ) (m : ℕ)
    (x : Fin m → X) : ℂ :=
  overlap (backProp B m x T) (O *ᵥ φ) / overlap (backProp B m x T) φ
```

**Q:** Those ratios fail if a walker becomes orthogonal to T.

**A:** That is excluded by hypothesis. `NodeFree` says that no path of at most m steps with nonzero field weights reaches a state orthogonal to T. Its case k = 0 gives ⟨T, φ⟩ ≠ 0.

```lean
/-- Every path of at most `m` steps with nonzero field weights ends in a walker that
has nonzero overlap with `T`. -/
def NodeFree (p : X → ℝ) (B : X → Matrix n n ℂ) (T φ : n → ℂ) (m : ℕ) : Prop :=
  ∀ k ≤ m, ∀ x : Fin k → X, (∀ i, p (x i) ≠ 0) → overlap T (walker B φ k x) ≠ 0
```

**Q:** Then show me why the fluctuating denominator does no harm.

**A:** First move the adjoints across the overlap, one at a time. For any vector v,

⟨χ, v⟩ = ⟨T, B(x_m) ⋯ B(x_1) v⟩.

The first lemma moves one matrix. The second repeats this by induction on the number of steps, for all T at once, since T changes at each step.

```lean
/-- A matrix moves from one side of the overlap to the other as its adjoint. -/
theorem overlap_adjoint (A : Matrix n n ℂ) (T φ : n → ℂ) :
    overlap (Aᴴ *ᵥ T) φ = overlap T (A *ᵥ φ) := by
  simp only [overlap, Matrix.star_mulVec, Matrix.conjTranspose_conjTranspose,
    Matrix.dotProduct_mulVec]

/-- Propagating the trial state backward or the walker forward gives the same overlap. -/
theorem overlap_backProp (B : X → Matrix n n ℂ) (φ : n → ℂ) (m : ℕ) (x : Fin m → X)
    (T : n → ℂ) : overlap (backProp B m x T) φ = overlap T (walker B φ m x) := by
  induction m generalizing T with
  | zero => rfl
  | succ m ih => simp only [backProp, walker, ih, overlap_adjoint]
```

With v = φ this gives ⟨χ, φ⟩ = ⟨T, φ_m⟩. Next, the intermediate overlaps cancel in the weight:

W = ⟨T, φ_m⟩ / ⟨T, φ⟩.

In the induction, `field_simp` cancels the overlap shared by neighbouring factors, which `NodeFree` keeps nonzero.

```lean
/-- On a path with nonzero field weights, and with no vanishing overlaps, the walker weight
telescopes to `⟨T, φ_m⟩ / ⟨T, φ⟩`. -/
theorem weight_telescopes {p : X → ℝ} {B : X → Matrix n n ℂ} {T φ : n → ℂ} {m : ℕ}
    (h : NodeFree p B T φ m) (x : Fin m → X) (hx : ∀ i, p (x i) ≠ 0) :
    weight B T φ m x = overlap T (walker B φ m x) / overlap T φ := by
  induction m with
  | zero => exact (div_self (h 0 le_rfl x hx)).symm
  | succ m ih =>
    have h0 : overlap T φ ≠ 0 := h 0 (Nat.zero_le _) Fin.elim0 (fun i => i.elim0)
    have h1 := h m (Nat.le_succ m) (fun i => x i.castSucc) (fun i => hx _)
    rw [weight, ih (fun k hk => h k (Nat.le_succ_of_le hk)) _ (fun i => hx _)]
    field_simp
```

Now multiply the weight by the measured value:

W ⟨χ, Oφ⟩ / ⟨χ, φ⟩
= (⟨T, φ_m⟩ / ⟨T, φ⟩) · (⟨T, B(x_m) ⋯ B(x_1) Oφ⟩ / ⟨T, φ_m⟩)
= ⟨T, B(x_m) ⋯ B(x_1) Oφ⟩ / ⟨T, φ⟩.

The fluctuating denominator is gone. What remains is linear in the product of propagators.

**Q:** And the average of that product is a power of B̄?

**A:** Yes, because the fields are independent:

∑ p(x_1) ⋯ p(x_m) B(x_m) ⋯ B(x_1) = B̄ᵐ, summed over all paths.

`pathMean` is this weighted sum, written E below. The theorems do not require p to be positive or to sum to one. It is a true average when p is a probability distribution; a common rescaling of p by a nonzero factor cancels in the final ratio.

```lean
variable [Fintype X]

/-- The sum of `f` over paths of `m` fields, weighted by the product of the `p (x i)` and called the
path average or mean below. If `p` is a probability distribution, it is the average over independent
fields drawn from `p`. -/
def pathMean (p : X → ℝ) (m : ℕ) (f : (Fin m → X) → ℂ) : ℂ :=
  ∑ x : Fin m → X, (∏ i, (p (x i) : ℂ)) * f x

/-- The weighted sum `∑ p(x) B(x)`, called the mean propagator; it is the mean of the one-step
propagators if `p` is a probability distribution. -/
def meanB (p : X → ℝ) (B : X → Matrix n n ℂ) : Matrix n n ℂ := ∑ x, (p x : ℂ) • B x

/-- Averaging the overlap over one field gives the overlap with the mean propagator. -/
theorem overlap_meanB (p : X → ℝ) (B : X → Matrix n n ℂ) (T v : n → ℂ) :
    overlap T (meanB p B *ᵥ v) = ∑ a, (p a : ℂ) * overlap T (B a *ᵥ v) := by
  simp only [overlap, meanB, dotProduct, Matrix.mulVec, Matrix.sum_apply, Matrix.smul_apply,
    smul_eq_mul, Finset.sum_mul, Finset.mul_sum]
  symm
  rw [Finset.sum_comm]
  refine Finset.sum_congr rfl fun i _ => ?_
  rw [Finset.sum_comm]
  refine Finset.sum_congr rfl fun j _ => Finset.sum_congr rfl fun a _ => ?_
  ring
```

The last lemma averages over one field. For m + 1 fields, the equivalence `e` splits a path into its first m fields and the last one. The proof moves the outermost B̄ onto T, uses the induction hypothesis, and averages over the last field.

```lean
variable [DecidableEq n]

/-- The path average of the propagated overlap is `⟨T, B̄ᵐ φ⟩`, with `B̄` the mean propagator. -/
theorem pathMean_walker (p : X → ℝ) (B : X → Matrix n n ℂ) (φ : n → ℂ) (m : ℕ) (T : n → ℂ) :
    pathMean p m (fun x => overlap T (walker B φ m x)) = overlap T (meanB p B ^ m *ᵥ φ) := by
  induction m generalizing T with
  | zero => simp [pathMean, walker]
  | succ m ih =>
    -- a path of m + 1 fields is a path of m fields and a last field
    let e : (Fin m → X) × X ≃ (Fin (m + 1) → X) :=
      { toFun := fun q => Fin.snoc (α := fun _ => X) q.1 q.2
        invFun := fun x => (fun i => x i.castSucc, x (Fin.last m))
        left_inv := fun q => by simp
        right_inv := fun x => by
          funext i
          refine Fin.lastCases ?_ (fun j => ?_) i <;> simp }
    rw [pow_succ', ← Matrix.mulVec_mulVec, ← overlap_adjoint, ← ih]
    unfold pathMean
    rw [← e.sum_comp, Fintype.sum_prod_type]
    refine Finset.sum_congr rfl fun y _ => ?_
    -- average over the last field
    beta_reduce
    rw [overlap_adjoint, overlap_meanB, Finset.mul_sum]
    refine Finset.sum_congr rfl fun a _ => ?_
    simp only [e, Equiv.coe_fn_mk, walker, Fin.prod_univ_castSucc, Fin.snoc_castSucc,
      Fin.snoc_last]
    ring
```

Both averages follow:

E[W] = ⟨T, B̄ᵐφ⟩ / ⟨T, φ⟩,
E[W ⟨χ, Oφ⟩ / ⟨χ, φ⟩] = ⟨T, B̄ᵐOφ⟩ / ⟨T, φ⟩.

In the proof, `key` treats them together. Paths with a zero field weight contribute nothing, so the cancellations are needed only on the others.

```lean
/-- With no vanishing overlaps, the mean weight is `⟨T, B̄ᵐ φ⟩ / ⟨T, φ⟩` and the mean weighted
value of `O` is `⟨T, B̄ᵐ O φ⟩ / ⟨T, φ⟩`. -/
theorem weighted_means {p : X → ℝ} {B : X → Matrix n n ℂ} {T φ : n → ℂ} {m : ℕ}
    (h : NodeFree p B T φ m) (O : Matrix n n ℂ) :
    pathMean p m (weight B T φ m) = overlap T (meanB p B ^ m *ᵥ φ) / overlap T φ ∧
    pathMean p m (fun x => weight B T φ m x * backValue B T φ O m x) =
      overlap T (meanB p B ^ m *ᵥ (O *ᵥ φ)) / overlap T φ := by
  have h0 : overlap T φ ≠ 0 := h 0 (Nat.zero_le _) Fin.elim0 (fun i => i.elim0)
  -- only paths with nonzero field weights contribute
  have key : ∀ (f : (Fin m → X) → ℂ) (v : n → ℂ), (∀ x, (∀ i, p (x i) ≠ 0) →
      f x = overlap T (walker B v m x) / overlap T φ) →
      pathMean p m f = overlap T (meanB p B ^ m *ᵥ v) / overlap T φ := by
    intro f v hf
    rw [← pathMean_walker]
    simp only [pathMean, Finset.sum_div]
    refine Finset.sum_congr rfl fun x _ => ?_
    by_cases hx : ∀ i, p (x i) ≠ 0
    · rw [hf x hx, mul_div_assoc]
    · obtain ⟨i, hi⟩ := not_forall.mp hx
      have hz : ∏ i, (p (x i) : ℂ) = 0 :=
        Finset.prod_eq_zero (Finset.mem_univ i) (by simp [not_not.mp hi])
      rw [hz, zero_mul, zero_mul, zero_div]
  refine ⟨key _ _ (weight_telescopes h), key _ _ fun x hx => ?_⟩
  have h1 := h m le_rfl x hx
  simp only [weight_telescopes h x hx, backValue, overlap_backProp]
  field_simp
```

Dividing removes ⟨T, φ⟩:

E[W ⟨χ, Oφ⟩ / ⟨χ, φ⟩] / E[W] = ⟨T, B̄ᵐOφ⟩ / ⟨T, B̄ᵐφ⟩.

The condition ⟨T, B̄ᵐφ⟩ ≠ 0 makes the mean weight E[W] nonzero. It does not say how large E[W] is compared with the statistical noise. For m = 0 the formula is the ordinary mixed estimate.

```lean
/-- Back propagation: if no overlap with `T` vanishes along the paths and `⟨T, B̄ᵐ φ⟩ ≠ 0`, the
mean weight is nonzero and the weighted average of `⟨χ, O φ⟩ / ⟨χ, φ⟩` is
`⟨T, B̄ᵐ O φ⟩ / ⟨T, B̄ᵐ φ⟩`. -/
theorem back_propagation {p : X → ℝ} {B : X → Matrix n n ℂ} {T φ : n → ℂ} {m : ℕ}
    (h : NodeFree p B T φ m) (hT : overlap T (meanB p B ^ m *ᵥ φ) ≠ 0) (O : Matrix n n ℂ) :
    pathMean p m (weight B T φ m) ≠ 0 ∧
    pathMean p m (fun x => weight B T φ m x * backValue B T φ O m x) /
        pathMean p m (weight B T φ m) =
      overlap T (meanB p B ^ m *ᵥ (O *ᵥ φ)) / overlap T (meanB p B ^ m *ᵥ φ) := by
  have h0 : overlap T φ ≠ 0 := h 0 (Nat.zero_le _) Fin.elim0 (fun i => i.elim0)
  rw [(weighted_means h O).1, (weighted_means h O).2]
  exact ⟨div_ne_zero hT h0, div_div_div_cancel_right₀ h0 _ _⟩
```

**Q:** I never run a single walker, though.

**A:** For walkers φ_a with weights w_a, the state being measured is

Ψ = ∑ₐ w_a φ_a / ⟨T, φ_a⟩.

The division by ⟨T, φ_a⟩ is the usual importance-sampling convention. Numerators and denominators are summed over the population before dividing, and linearity gives the same formula with Ψ in place of φ. The population is held fixed; only the later fields are averaged.

```lean
/-- For a population of walkers `φ_a` with weights `w_a`, no vanishing overlaps and
`⟨T, B̄ᵐ Ψ⟩ ≠ 0`, back propagation gives `⟨T, B̄ᵐ O Ψ⟩ / ⟨T, B̄ᵐ Ψ⟩` for the state
`Ψ = ∑ w_a φ_a / ⟨T, φ_a⟩`, and the total mean weight is nonzero. -/
theorem back_propagation_population {A : Type*} [Fintype A] {p : X → ℝ}
    {B : X → Matrix n n ℂ} {T Ψ : n → ℂ} {m : ℕ} (w : A → ℂ) (φ : A → n → ℂ)
    (h : ∀ a, NodeFree p B T (φ a) m) (hΨ : Ψ = ∑ a, (w a / overlap T (φ a)) • φ a)
    (hT : overlap T (meanB p B ^ m *ᵥ Ψ) ≠ 0) (O : Matrix n n ℂ) :
    ∑ a, w a * pathMean p m (weight B T (φ a) m) ≠ 0 ∧
    (∑ a, w a * pathMean p m (fun x => weight B T (φ a) m x * backValue B T (φ a) O m x)) /
        (∑ a, w a * pathMean p m (weight B T (φ a) m)) =
      overlap T (meanB p B ^ m *ᵥ (O *ᵥ Ψ)) / overlap T (meanB p B ^ m *ᵥ Ψ) := by
  have hd : ∑ a, w a * pathMean p m (weight B T (φ a) m) =
      overlap T (meanB p B ^ m *ᵥ Ψ) := by
    simp only [fun a => (weighted_means (h a) O).1, hΨ]
    simp only [overlap, Matrix.dotProduct_mulVec, dotProduct_sum, dotProduct_smul, smul_eq_mul]
    exact Finset.sum_congr rfl fun a _ => by ring
  have hn : ∑ a, w a * pathMean p m
      (fun x => weight B T (φ a) m x * backValue B T (φ a) O m x) =
      overlap T (meanB p B ^ m *ᵥ (O *ᵥ Ψ)) := by
    simp only [fun a => (weighted_means (h a) O).2, hΨ]
    simp only [overlap, Matrix.dotProduct_mulVec, dotProduct_sum, dotProduct_smul, smul_eq_mul]
    exact Finset.sum_congr rfl fun a _ => by ring
  rw [hd, hn]
  exact ⟨hT, rfl⟩
```

**Q:** Does a long back propagation put the ground state on the left?

**A:** It does if B̄ is exactly exp(−τH) for the Hamiltonian H and a time step τ > 0, T is not orthogonal to the ground state and the conditions below hold. Let T = ∑ⱼ c_j u_j with B̄†u_j = l_j u_j, where the l_j are real and one positive l_g exceeds every other |l_j|. If B̄ is exp(−τH) with τ > 0 and H Hermitian, this says that the lowest-energy state in the expansion, u_g, is separated by a gap from the others there. It is a ground state of H if T is not orthogonal to the ground state. Then

⟨T, B̄ᵐv⟩ / l_gᵐ = ∑ⱼ c_j* (l_j / l_g)ᵐ ⟨u_j, v⟩ → c_g* ⟨u_g, v⟩.

Taking v = Oφ and v = φ and dividing gives the limit ⟨u_g, Oφ⟩ / ⟨u_g, φ⟩, if c_g and ⟨u_g, φ⟩ are nonzero and `NodeFree` holds for every m. In the proof, `eig` supplies the powers of l_j and `key` the limit.

If B̄ only approximates exp(−τH), as after a Trotter splitting, u_g is in general not exactly the ground state of H, and a time-step error remains.

Only the left state is projected. If O does not commute with H, the limit is in general not the ground-state expectation value unless the state on the right is the ground state too.

```lean
/-- Let `T = ∑ c_j u_j` with `B̄ᴴ u_j = l_j u_j`, real `l_j`, `l_g > 0` and `|l_j| < l_g` for
`j ≠ g`. If `c_g` and `⟨u_g, φ⟩` are nonzero and no overlap with `T` vanishes, the
back-propagated estimate tends to `⟨u_g, O φ⟩ / ⟨u_g, φ⟩` as the number of steps grows. -/
theorem back_propagation_limit {J : Type*} [Fintype J] {p : X → ℝ} {B : X → Matrix n n ℂ}
    {T φ : n → ℂ} (u : J → n → ℂ) (l : J → ℝ) (c : J → ℂ) (g : J)
    (hT : T = ∑ j, c j • u j) (hu : ∀ j, (meanB p B)ᴴ *ᵥ u j = (l j : ℂ) • u j)
    (hg : 0 < l g) (hl : ∀ j, j ≠ g → |l j| < l g) (hc : c g ≠ 0)
    (hφ : overlap (u g) φ ≠ 0) (h : ∀ m, NodeFree p B T φ m) (O : Matrix n n ℂ) :
    Tendsto (fun m => pathMean p m (fun x => weight B T φ m x * backValue B T φ O m x) /
      pathMean p m (weight B T φ m)) atTop
      (𝓝 (overlap (u g) (O *ᵥ φ) / overlap (u g) φ)) := by
  classical
  have h0 : overlap T φ ≠ 0 := h 0 0 le_rfl Fin.elim0 (fun i => i.elim0)
  have hs : star (c g) ≠ 0 := star_ne_zero.mpr hc
  have hgc : (l g : ℂ) ≠ 0 := by exact_mod_cast hg.ne'
  -- each eigenvector picks up a power of its eigenvalue
  have eig : ∀ j (m : ℕ) (v : n → ℂ),
      overlap (u j) (meanB p B ^ m *ᵥ v) = (l j : ℂ) ^ m * overlap (u j) v := by
    intro j m v
    induction m with
    | zero => simp
    | succ m ih =>
      have hsm : ∀ z, overlap ((l j : ℂ) • u j) z = (l j : ℂ) * overlap (u j) z := by
        intro z
        simp [overlap, star_smul, smul_dotProduct]
      rw [pow_succ', ← Matrix.mulVec_mulVec, ← overlap_adjoint, hu, hsm, ih]
      ring
  -- after division by the dominant power only the term g survives
  have key : ∀ v, Tendsto (fun m : ℕ => overlap T (meanB p B ^ m *ᵥ v) / (l g : ℂ) ^ m)
      atTop (𝓝 (star (c g) * overlap (u g) v)) := by
    intro v
    have e1 : ∀ m : ℕ, ∑ j, star (c j) * ((l j / l g : ℝ) : ℂ) ^ m * overlap (u j) v =
        overlap T (meanB p B ^ m *ᵥ v) / (l g : ℂ) ^ m := by
      intro m
      have e2 : ∀ z, overlap T z = ∑ j, star (c j) * overlap (u j) z := by
        intro z
        rw [hT]
        simp only [overlap, star_sum, star_smul, sum_dotProduct, smul_dotProduct, smul_eq_mul]
      rw [e2, Finset.sum_div]
      refine Finset.sum_congr rfl fun j _ => ?_
      rw [eig, Complex.ofReal_div, div_pow]
      ring
    have e3 : star (c g) * overlap (u g) v =
        ∑ j, if j = g then star (c j) * overlap (u j) v else 0 := by simp
    rw [e3]
    refine Tendsto.congr e1 (tendsto_finsetSum _ fun j _ => ?_)
    by_cases hj : j = g
    · rw [if_pos hj, hj, div_self hg.ne']
      simp
    · rw [if_neg hj]
      have h1 : Tendsto (fun m : ℕ => ((l j / l g : ℝ) : ℂ) ^ m) atTop (𝓝 0) := by
        apply tendsto_pow_atTop_nhds_zero_of_norm_lt_one
        rw [Complex.norm_real, Real.norm_eq_abs, abs_div, abs_of_pos hg, div_lt_one hg]
        exact hl j hj
      have h2 := (h1.const_mul (star (c j))).mul_const (overlap (u j) v)
      rw [mul_zero, zero_mul] at h2
      exact h2
  have hlim := (key (O *ᵥ φ)).div (key φ) (mul_ne_zero hs hφ)
  rw [mul_div_mul_left _ _ hs] at hlim
  refine hlim.congr fun m => ?_
  rw [(weighted_means (h m) O).1, (weighted_means (h m) O).2, div_div_div_cancel_right₀ h0]
  exact div_div_div_cancel_right₀ (pow_ne_zero m hgc) _ _

end

end BackPropagation
```

```lean
#print axioms BackPropagation.back_propagation
-- 'BackPropagation.back_propagation' depends on axioms: [propext, Classical.choice, Quot.sound]
#print axioms BackPropagation.back_propagation_population
-- 'BackPropagation.back_propagation_population' depends on axioms: [propext, Classical.choice, Quot.sound]
#print axioms BackPropagation.back_propagation_limit
-- 'BackPropagation.back_propagation_limit' depends on axioms: [propext, Classical.choice, Quot.sound]
```

**Q:** My fields are Gaussian, and my code uses a phaseless constraint. Am I covered?

**A:** Not by these theorems. A constraint changes the weights, so W no longer telescopes to the plain overlap ratio. Importance sampling of the fields, by a shift or by probabilities that depend on the walker, is not modelled either. The averages are also exact means: statistical noise and the bias of a ratio estimated from finitely many samples are left out.

For Gaussian fields, the model could use a probability measure on the field space, with integrals for sums. `NodeFree` would then be required for almost every path, and B would have to be measurable and suitably integrable. The algebra would stay the same, but the finite sum needs none of those analytic conditions.

**Q:** So what does this tell me about my simulation?

**A:** Take unconstrained auxiliary-field Monte Carlo with discrete fields drawn independently from fixed probabilities. If no overlap with T vanishes along the paths and the mean weight is nonzero, the result identifies the state that the back-propagated estimate puts on the left after any finite number of steps. If that state is not the ground state, the resulting bias generally remains however many paths are averaged.
